# The Hutson–White attenuation function is negative exactly when carriers drift faster than sound

In the linear drift–diffusion model, the Hutson–White attenuation function of a piezoelectric sound wave is negative, meaning that the carriers feed energy into the wave, exactly when they outrun it. For the formula, let $w>0$ be the angular frequency, $v_s>0$ the sound velocity and $v_d$ the drift velocity. Let $w_c>0$ be the dielectric relaxation rate and $w_D>0$ the diffusion frequency. With $\gamma=1-v_d/v_s$ and $b=w_c/w+w/w_D$, I know the function as

$$A=-w\,\mathrm{Im}\,\frac{\gamma+i\,w/w_D}{\gamma+i\,b}=\frac{w_c\gamma}{\gamma^2+b^2}.$$

It should be smallest over $\gamma$ at $\gamma=-b$, and largest in magnitude over $w$ at $w^2=w_cw_D$. Can this be made rigorous and machine-checked, starting from charge conservation and not from the finished ratio?

---

Yes. The ratio follows from charge conservation, both optima are unique (the one over $w$ when $\gamma\neq0$), and together they give a bound: with $w_0=\sqrt{w_cw_D}$, $A$ never falls below $-w_0/4$.

## From charge conservation to the best operating point

Let the strain and the electric field have complex amplitudes $S$ and $E$, both multiplying $\exp(i(kx-wt))$ with $k=w/v_s$. With permittivity $\varepsilon$ and piezoelectric coefficient $e$, the displacement is $D=\varepsilon E+eS$, and Gauss's law gives the charge density $\rho=ikD$. For conductivity $\sigma$ and diffusion constant $D_n$, the current is

$$J=\sigma E+v_d\rho-D_n\,ik\rho .$$

Charge conservation reads $-iw\rho+ikJ=0$. Dividing by $ik$ gives

$$-iwD+\sigma E+ikv_dD+D_nk^2D=0 .$$

Now insert $k=w/v_s$, divide by $-iw$, and set $w_D=v_s^2/D_n$:

$$\left(\gamma+i\frac{w}{w_D}\right)D+i\frac{\sigma}{w}E=0 .$$

Substituting $D$, dividing by $\varepsilon$ and setting $w_c=\sigma/\varepsilon$, we get

$$(\gamma+ib)E=-\frac{e}{\varepsilon}\left(\gamma+i\frac{w}{w_D}\right)S,
\qquad E=-\frac{e}{\varepsilon}RS,\qquad R=\frac{\gamma+i\,w/w_D}{\gamma+ib}.$$

Multiplying numerator and denominator of $R$ by $\gamma-ib$ gives

$$\mathrm{Im}\,R=\frac{\gamma(w/w_D-b)}{\gamma^2+b^2}=-\frac{w_c}{w}\,\frac{\gamma}{\gamma^2+b^2},$$

and $A=-w\,\mathrm{Im}\,R$ is the stated formula. The denominator is positive, so $A<0$ means $\gamma<0$, which is $v_d>v_s$.

For the best drift at fixed $w$, complete the square:

$$A+\frac{w_c}{2b}=\frac{w_c(\gamma+b)^2}{2b(\gamma^2+b^2)}\ge 0 .$$

Equality holds only at $\gamma=-b$, that is, at $v_d=v_s(1+b)$.

For the best frequency at fixed $\gamma\ne0$, note that $|A|=w_c|\gamma|/(\gamma^2+b^2)$ grows as $b$ shrinks. Since $w_c=w_0^2/w_D$,

$$b=\frac{w_0^2+w^2}{w\,w_D}=\frac{2w_0}{w_D}+\frac{(w-w_0)^2}{w\,w_D},$$

which is smallest only at $w=w_0$, whatever the drift.

Finally, the best value over $\gamma$ is $-w_c/(2b)$, and it is lowest where $b$ is smallest. There $b=2w_0/w_D$, so the overall minimum is $-w_0/4$, reached only at $w=w_0$ and $\gamma=-2w_0/w_D$.

## The Lean file

```lean
import Mathlib

open Complex (I)

namespace HutsonWhite

noncomputable section

/-- The drift parameter `γ = 1 - v_d / v_s`, for sound velocity `v_s ≠ 0`. -/
def drift (vd vs : ℝ) : ℝ := 1 - vd / vs

/-- The parameter `b = wc / w + w / wD`, for nonzero `w` and `wD`. -/
def screening (wc wD w : ℝ) : ℝ := wc / w + w / wD

/-- The carrier response `(γ + i w / wD) / (γ + i b)`, for nonzero `w`, `wD` and
`γ + i b`. -/
def response (wc wD γ w : ℝ) : ℂ :=
  ((γ : ℂ) + I * ((w / wD : ℝ) : ℂ)) / ((γ : ℂ) + I * ((screening wc wD w : ℝ) : ℂ))

/-- The attenuation function `-w Im R` of the carrier response `R`, on the domain of `R`. -/
def attenuation (wc wD γ w : ℝ) : ℝ := -w * (response wc wD γ w).im

/-- Electric displacement in a piezoelectric medium with field `E` and strain `S`. -/
def displacement (ε e : ℝ) (E S : ℂ) : ℂ := ε * E + e * S

/-- Current amplitude at wave number `k`: conduction, drift and diffusion of the
charge density `i k D`. -/
def current (σ Dn vd k : ℝ) (E D : ℂ) : ℂ :=
  σ * E + vd * (I * k * D) - Dn * (I * k) * (I * k * D)

lemma denominator_ne_zero (γ b : ℝ) (hb : 0 < b) : (γ : ℂ) + I * (b : ℂ) ≠ 0 := by
  intro h
  have h' := congrArg Complex.im h
  simp at h'
  exact hb.ne' h'

lemma screening_pos {wc wD w : ℝ} (hc : 0 < wc) (hD : 0 < wD) (hw : 0 < w) :
    0 < screening wc wD w := by
  unfold screening
  positivity

/-- For a wave `exp(i(kx - wt))` with `k = w / v_s`, charge is conserved exactly when
the field is `-(e/ε) R S`, with `wc = σ/ε` and `wD = v_s² / Dn`. -/
theorem charge_conservation_iff {σ ε Dn vs w : ℝ} (vd e : ℝ) (E S : ℂ)
    (hσ : 0 < σ) (hε : 0 < ε) (hDn : 0 < Dn) (hvs : 0 < vs) (hw : 0 < w) :
    -(I * w) * (I * ((w / vs : ℝ) : ℂ) * displacement ε e E S)
        + I * ((w / vs : ℝ) : ℂ) * current σ Dn vd (w / vs) E (displacement ε e E S) = 0
      ↔ E = -((e : ℂ) / ε) * response (σ / ε) (vs ^ 2 / Dn) (drift vd vs) w * S := by
  have hb : 0 < screening (σ / ε) (vs ^ 2 / Dn) w :=
    screening_pos (by positivity) (by positivity) hw
  have hZ := denominator_ne_zero (drift vd vs) _ hb
  have hε' : (ε : ℂ) ≠ 0 := Complex.ofReal_ne_zero.mpr hε.ne'
  have hDn' : (Dn : ℂ) ≠ 0 := Complex.ofReal_ne_zero.mpr hDn.ne'
  have hvs' : (vs : ℂ) ≠ 0 := Complex.ofReal_ne_zero.mpr hvs.ne'
  have hw' : (w : ℂ) ≠ 0 := Complex.ofReal_ne_zero.mpr hw.ne'
  have hpre : ¬ ((w : ℂ) ^ 2 * ε / vs = 0) :=
    div_ne_zero (mul_ne_zero (pow_ne_zero 2 hw') hε') hvs'
  -- the continuity equation factors into a nonzero constant and the response relation
  have key : -(I * w) * (I * ((w / vs : ℝ) : ℂ) * displacement ε e E S)
        + I * ((w / vs : ℝ) : ℂ) * current σ Dn vd (w / vs) E (displacement ε e E S)
      = ((w : ℂ) ^ 2 * ε / vs) *
        (E * ((drift vd vs : ℂ) + I * ((screening (σ / ε) (vs ^ 2 / Dn) w : ℝ) : ℂ))
          + (e : ℂ) / ε * ((drift vd vs : ℂ) + I * ((w / (vs ^ 2 / Dn) : ℝ) : ℂ)) * S) := by
    unfold current displacement drift screening
    push_cast
    linear_combination (norm := (field_simp; ring))
      ((-(w : ℂ) * (w / vs) + vd * (w / vs) ^ 2 - I * Dn * (w / vs) ^ 3)
        * (ε * E + e * S)) * Complex.I_sq
  rw [key, mul_eq_zero, or_iff_right hpre]
  unfold response
  have hR : ∀ N Z : ℂ, -((e : ℂ) / ε) * (N / Z) * S = (-((e : ℂ) / ε) * N * S) / Z := by
    intro N Z
    ring
  rw [hR, eq_div_iff hZ]
  constructor <;> intro h <;> linear_combination h

lemma im_ratio (a c d : ℝ) :
    (((a : ℂ) + I * (c : ℂ)) / ((a : ℂ) + I * (d : ℂ))).im
      = a * (c - d) / (a ^ 2 + d ^ 2) := by
  rw [Complex.div_im, Complex.normSq_apply]
  simp
  ring

/-- The attenuation function equals `wc γ / (γ² + b²)`. -/
theorem attenuation_eq (wc wD γ : ℝ) {w : ℝ} (hw : w ≠ 0) :
    attenuation wc wD γ w = wc * γ / (γ ^ 2 + screening wc wD w ^ 2) := by
  unfold attenuation response
  have hb : w / wD - screening wc wD w = -(wc / w) := by
    unfold screening
    ring
  have h : w * (wc / w) = wc := mul_div_cancel₀ wc hw
  rw [im_ratio, hb]
  linear_combination (γ / (γ ^ 2 + screening wc wD w ^ 2)) * h

/-- The attenuation is negative exactly when the carriers drift faster than sound. -/
theorem gain_iff {wc wD w vs : ℝ} (vd : ℝ) (hc : 0 < wc) (hD : 0 < wD) (hw : 0 < w)
    (hvs : 0 < vs) : attenuation wc wD (drift vd vs) w < 0 ↔ vs < vd := by
  have hb := screening_pos hc hD hw
  have hden : 0 < drift vd vs ^ 2 + screening wc wD w ^ 2 := by positivity
  have hg : drift vd vs = 1 - vd / vs := rfl
  rw [attenuation_eq _ _ _ hw.ne', div_lt_iff₀ hden, zero_mul, hg]
  constructor
  · intro h
    apply (one_lt_div hvs).mp
    by_contra h'
    have h1 : 0 ≤ 1 - vd / vs := by linarith [not_lt.mp h']
    linarith [mul_nonneg hc.le h1]
  · intro h
    have h1 := (one_lt_div hvs).mpr h
    exact mul_neg_of_pos_of_neg hc (by linarith)

/-- At fixed frequency the attenuation is at least `-wc / (2b)`, with equality exactly
at `γ = -b`. -/
theorem optimal_drift {wc wD w : ℝ} (γ : ℝ) (hc : 0 < wc) (hD : 0 < wD) (hw : 0 < w) :
    -(wc / (2 * screening wc wD w)) ≤ attenuation wc wD γ w ∧
      (attenuation wc wD γ w = -(wc / (2 * screening wc wD w))
        ↔ γ = -screening wc wD w) := by
  have hb := screening_pos hc hD hw
  rw [attenuation_eq _ _ _ hw.ne']
  generalize screening wc wD w = b at hb ⊢
  have hden : 0 < γ ^ 2 + b ^ 2 := by positivity
  -- complete the square in the drift parameter
  have key : wc * γ / (γ ^ 2 + b ^ 2) + wc / (2 * b)
      = wc * (γ + b) ^ 2 / (2 * b * (γ ^ 2 + b ^ 2)) := by
    have h1 := hden.ne'
    have h2 := hb.ne'
    field_simp
    ring
  have hnn : 0 ≤ wc * (γ + b) ^ 2 / (2 * b * (γ ^ 2 + b ^ 2)) := by positivity
  refine ⟨by linarith, fun h => ?_, fun h => ?_⟩
  · by_contra hne
    have h0 : γ + b ≠ 0 := fun h' => hne (by linarith)
    have hpos : 0 < wc * (γ + b) ^ 2 / (2 * b * (γ ^ 2 + b ^ 2)) :=
      div_pos (mul_pos hc (pow_pos (abs_pos.mpr h0) 2 |>.trans_eq (sq_abs _)))
        (by positivity)
    linarith
  · have h0 : γ + b = 0 := by linarith
    rw [h0] at key
    simp at key
    linarith

lemma screening_eq {wc wD w w₀ : ℝ} (hD : 0 < wD) (hw : 0 < w)
    (hs : w₀ ^ 2 = wc * wD) :
    screening wc wD w = 2 * w₀ / wD + (w - w₀) ^ 2 / (w * wD) := by
  have h : wc = w₀ ^ 2 / wD := by rw [eq_div_iff hD.ne', hs]
  unfold screening
  rw [h]
  field_simp
  ring

lemma screening_lt {wc wD w w₀ : ℝ} (hD : 0 < wD) (hw : 0 < w) (h0 : 0 < w₀)
    (hs : w₀ ^ 2 = wc * wD) (hne : w ≠ w₀) :
    screening wc wD w₀ < screening wc wD w := by
  rw [screening_eq hD hw hs, screening_eq hD h0 hs, sub_self]
  have h1 : 0 < (w - w₀) ^ 2 := sq_pos_of_ne_zero (sub_ne_zero.mpr hne)
  have h2 : 0 < (w - w₀) ^ 2 / (w * wD) := div_pos h1 (mul_pos hw hD)
  simpa using h2

/-- At fixed nonzero `γ` the magnitude of the attenuation is strictly larger at
`w₀ = √(wc wD)` than at any other positive frequency. -/
theorem optimal_frequency {wc wD w w₀ γ : ℝ} (hc : 0 < wc) (hD : 0 < wD) (hw : 0 < w)
    (h0 : 0 < w₀) (hs : w₀ ^ 2 = wc * wD) (hγ : γ ≠ 0) (hne : w ≠ w₀) :
    |attenuation wc wD γ w| < |attenuation wc wD γ w₀| := by
  have hlt := screening_lt hD hw h0 hs hne
  have hb := screening_pos hc hD hw
  have hb0 := screening_pos hc hD h0
  have hd : 0 < γ ^ 2 + screening wc wD w ^ 2 := by positivity
  have hd0 : 0 < γ ^ 2 + screening wc wD w₀ ^ 2 := by positivity
  rw [attenuation_eq _ _ _ hw.ne', attenuation_eq _ _ _ h0.ne', abs_div, abs_div,
    abs_of_pos hd, abs_of_pos hd0, div_lt_div_iff₀ hd hd0]
  exact mul_lt_mul_of_pos_left (by nlinarith) (abs_pos.mpr (mul_ne_zero hc.ne' hγ))

/-- Over all drifts and positive frequencies the attenuation is at least `-w₀ / 4`, where
`w₀ = √(wc wD)`, with equality exactly at `w = w₀` and `γ = -2 w₀ / wD`. -/
theorem maximal_gain {wc wD w w₀ : ℝ} (γ : ℝ) (hc : 0 < wc) (hD : 0 < wD) (hw : 0 < w)
    (h0 : 0 < w₀) (hs : w₀ ^ 2 = wc * wD) :
    -(w₀ / 4) ≤ attenuation wc wD γ w ∧
      (attenuation wc wD γ w = -(w₀ / 4) ↔ w = w₀ ∧ γ = -(2 * w₀ / wD)) := by
  have hb0 : screening wc wD w₀ = 2 * w₀ / wD := by
    rw [screening_eq hD h0 hs]
    simp
  have hp0 := screening_pos hc hD h0
  have hp := screening_pos hc hD hw
  have hwc : wc = w₀ ^ 2 / wD := by rw [eq_div_iff hD.ne', hs]
  have hval : wc / (2 * screening wc wD w₀) = w₀ / 4 := by
    rw [div_eq_iff (by positivity), hb0]
    linear_combination hwc
  by_cases h : w = w₀
  · have T := optimal_drift γ hc hD h0
    rw [hval, hb0] at T
    rw [h]
    exact ⟨T.1, fun e => ⟨rfl, T.2.1 e⟩, fun e => T.2.2 e.2⟩
  · -- away from the optimal frequency the bound is strict
    have T := (optimal_drift γ hc hD hw).1
    have hlt := screening_lt hD hw h0 hs h
    have hstrict : wc / (2 * screening wc wD w) < w₀ / 4 := by
      rw [← hval, div_lt_div_iff₀ (by positivity) (by positivity)]
      exact mul_lt_mul_of_pos_left (by linarith) hc
    refine ⟨by linarith, fun e => ?_, fun e => absurd e.1 h⟩
    exfalso
    linarith

end

end HutsonWhite
```

```lean
#print axioms HutsonWhite.charge_conservation_iff
-- 'HutsonWhite.charge_conservation_iff' depends on axioms: [propext, Classical.choice, Quot.sound]
#print axioms HutsonWhite.gain_iff
-- 'HutsonWhite.gain_iff' depends on axioms: [propext, Classical.choice, Quot.sound]
#print axioms HutsonWhite.optimal_frequency
-- 'HutsonWhite.optimal_frequency' depends on axioms: [propext, Classical.choice, Quot.sound]
#print axioms HutsonWhite.maximal_gain
-- 'HutsonWhite.maximal_gain' depends on axioms: [propext, Classical.choice, Quot.sound]
```

## What the theorems say about the wave

The definitions `drift`, `screening`, `response` and `attenuation` are $\gamma$, $b$, $R$ and $A$. Material parameters and frequencies are real numbers; the amplitudes `E` and `S` are complex. The functions `displacement` and `current` encode the constitutive laws, with each spatial derivative already replaced by $ik$.

`charge_conservation_iff` is an equivalence: for positive `σ`, `ε`, `Dn`, `vs` and `w`, the continuity equation holds if and only if $E=-(e/\varepsilon)RS$. The drift velocity and the piezoelectric coefficient may be any real numbers. This theorem also fixes the meaning of the two rates. The rate $w_c=\sigma/\varepsilon$ is how fast free carriers screen a charge imbalance, and $w_D=v_s^2/D_n$ is the frequency at which diffusion over the wave's length scale, at rate $D_nk^2$, becomes as fast as the wave itself.

The remaining theorems treat `wc` and `wD` as given numbers:

- `attenuation_eq` is the closed formula, for $w\neq0$; the theorems below it take `wc`, `wD` and `w` positive.
- `gain_iff` says that the attenuation function is negative exactly when `vs < vd`.
- `optimal_drift` gives the lower bound at fixed frequency and says that it is attained exactly at $\gamma=-b$.
- `optimal_frequency` says that any positive $w\neq w_0$ gives a strictly smaller magnitude than $w_0$. It requires $\gamma\ne0$, because carriers moving exactly with the wave give $A=0$ at every frequency.
- `maximal_gain` gives the joint bound $-w_0/4$ and the single point where it is attained.

In the last two, $w_0$ enters as a positive number `w₀` with `w₀ ^ 2 = wc * wD`. In the optimisations $\gamma$ ranges over all reals while $w_c$ and $w_D$ stay fixed, so changing the drift is assumed not to change the conductivity or the diffusion constant.

The model is one-dimensional and linear in the wave amplitude, with one type of mobile carrier, local conduction and no carrier trapping. The relation $k=w/v_s$ with real $k$ is assumed: the strain wave is prescribed and the carriers respond to it. The elastic equation, through which the field acts back on the wave, is absent, so the theorems concern the attenuation function and not the full Hutson–White dispersion relation.

## How the proof follows the algebra

`screening_pos` shows $b>0$, and `denominator_ne_zero` concludes that $\gamma+ib\neq0$ because its imaginary part is $b$. In `charge_conservation_iff`, the step `key` factors the continuity equation into $w^2\varepsilon/v_s$ times the linear relation between $E$ and $S$. The `linear_combination` there uses a multiple of `Complex.I_sq` to supply $i^2=-1$. The prefactor is nonzero and can be removed, after which dividing by $\gamma+ib$ gives the response law.

`im_ratio` computes the imaginary part for a general ratio of this shape. `attenuation_eq` then inserts $w/w_D-b=-w_c/w$, and `gain_iff` reads off the sign using the positive denominator.

In `optimal_drift`, $b$ is first generalised to an arbitrary positive number, and `key` is the completed square. If $\gamma\neq-b$ the square is strictly positive, which rules out equality.

`screening_eq` is the decomposition of $b$ around $w_0$, and `screening_lt` extracts the strict inequality for $w\ne w_0$. `optimal_frequency` rewrites both magnitudes as fractions with positive denominators and compares them by cross-multiplication. `maximal_gain` splits into two cases. At $w=w_0$ it applies `optimal_drift` with $w_c/(2b)=w_0/4$; at any other frequency `screening_lt` makes the bound strict, so equality is impossible.

## The formula in a gain calculation

To turn $A$ into a decay rate in space, one adds the stress $T=cS-eE$ with stiffness $c$. For small coupling $K^2=e^2/(c\varepsilon)$, the elastic wave equation gives the amplitude attenuation coefficient to first order in $K^2$,

$$\alpha\approx\frac{K^2}{2v_s}\,A ,$$

with the amplitude varying as $\exp(-\alpha x)$. This conversion rests on the elastic equation, which the file does not contain. With real $c$ it counts only the carriers' contribution: for net gain, $-\alpha$ must also exceed the wave's other losses, such as absorption by the lattice.

In code, the real formula $w_c\gamma/(\gamma^2+b^2)$ is preferable to taking the imaginary part of a complex quotient. For $w\gg w_0$ the quotient subtracts the nearly equal numbers $w/w_D$ and $b$ and loses digits. A convenient check value is $w_c=w_D=w=1$ and $\gamma=-2$, where $b=2$ and $A=-1/4$. For simulations of acoustoelectric amplifiers, the bound $-w_0/4$ gives a reference point in the weak-coupling, small-signal limit of this one-dimensional model.
